# The Leggett–Garg combination of a precessing spin one-half: maximum 3/2, against 1 for definite values that measurement does not disturb

A spin one-half precesses about the x axis and its z component is measured at two times; the correlation of the outcomes depends on what the first measurement does to the state, and here that is fixed by the projection postulate. With \(C_{ij}\) the mean product of outcomes \(\pm1\) at times \(t_i\) and \(t_j\), the question is how large \(K=C_{12}+C_{23}-C_{13}\) can be. Its value tests a joint assumption: that the observable has a definite value at every time, and that measuring it does not disturb its later values. The case treated here is one isolated spin with undamped precession and ideal measurements.

```lean
import Mathlib

open Matrix

namespace LeggettGarg

noncomputable section
```

## The spin and its measurements

The observable at the start is \(\sigma_z\), the z component of the spin in units of \(\hbar/2\).

```lean
/-- The Pauli matrix `σ_z`. -/
def sigmaZ : Matrix (Fin 2) (Fin 2) ℂ := !![1, 0; 0, -1]
```

The rotation is \(R_x(t)=\cos\frac t2-i\sin\frac t2\,\sigma_x\). The letter \(t\) is the precession angle, that is, angular frequency times elapsed time.

```lean
/-- The rotation of a spin one-half about the x axis by the angle `t`. -/
def Rx (t : ℝ) : Matrix (Fin 2) (Fin 2) ℂ :=
  !![(Real.cos (t / 2) : ℂ), -Complex.I * (Real.sin (t / 2) : ℂ);
     -Complex.I * (Real.sin (t / 2) : ℂ), (Real.cos (t / 2) : ℂ)]
```

In the Heisenberg picture the state \(\rho\) stays fixed and the observable moves. `Z t` is this moving observable, not the fixed Pauli matrix.

```lean
/-- The Heisenberg-picture observable `Z(t) = Rx(-t) σ_z Rx(t)`. -/
def Z (t : ℝ) : Matrix (Fin 2) (Fin 2) ℂ := Rx (-t) * sigmaZ * Rx t
```

Outcome \(q=\pm1\) has the projector \(P_q(t)=\frac12(1+qZ(t))\).

```lean
/-- The operator `(1 + q Z(t)) / 2`, which for `q = ±1` belongs to the outcome `q` at time `t`. -/
def proj (t q : ℝ) : Matrix (Fin 2) (Fin 2) ℂ := (1 / 2 : ℂ) • (1 + (q : ℂ) • Z t)
```

Finding \(q\) at \(s\) and then \(r\) at \(t\) has probability \(\mathrm{Tr}[P_r(t)P_q(s)\rho P_q(s)]\). Lean takes the real part, which changes nothing for a density matrix.

```lean
/-- The joint probability of the outcome `q` at time `s` and then `r` at time `t`,
by the projection postulate. -/
def jointProb (ρ : Matrix (Fin 2) (Fin 2) ℂ) (s t q r : ℝ) : ℝ :=
  (trace (proj t r * (proj s q * ρ * proj s q))).re
```

The correlator is \(C(s,t)=\sum_{q,r}qr\,\mathrm{Prob}(q,r)\).

```lean
/-- The two-time correlator: the mean product of the outcomes `±1` measured at `s` and then `t`. -/
def correlator (ρ : Matrix (Fin 2) (Fin 2) ℂ) (s t : ℝ) : ℝ :=
  jointProb ρ s t 1 1 - jointProb ρ s t 1 (-1) - jointProb ρ s t (-1) 1
    + jointProb ρ s t (-1) (-1)
```

Each correlator in \(K\) belongs to its own series of runs, with only two measurements per run.

```lean
/-- The Leggett-Garg combination `C12 + C23 - C13`. -/
def lgK (ρ : Matrix (Fin 2) (Fin 2) ℂ) (t₁ t₂ t₃ : ℝ) : ℝ :=
  correlator ρ t₁ t₂ + correlator ρ t₂ t₃ - correlator ρ t₁ t₃
```

It is easy to go wrong here by measuring at all three times in one run. At equal spacing \(u\) the middle measurement changes \(C_{13}\) from \(\cos2u\) to \(\cos^2u\), and \(K=1-(1-\cos u)^2\) never exceeds 1.

## From precession to the cosine

With \(c=\cos\frac t2\) and \(d=\sin\frac t2\),
\[
(c+id\sigma_x)\sigma_z(c-id\sigma_x)=(c^2-d^2)\sigma_z+2cd\,\sigma_y=\cos t\,\sigma_z+\sin t\,\sigma_y .
\]
Lean inserts the half-angle formulas and compares the matrices entry by entry.

```lean
/-- The observable precesses in the y-z plane: `Z(t) = cos t σ_z + sin t σ_y`,
written out as a matrix. -/
theorem Z_eq (t : ℝ) :
    Z t = !![(Real.cos t : ℂ), -Complex.I * (Real.sin t : ℂ);
             Complex.I * (Real.sin t : ℂ), -(Real.cos t : ℂ)] := by
  -- half-angle formulas
  have hc := Real.cos_add (t / 2) (t / 2)
  have hs := Real.sin_add (t / 2) (t / 2)
  rw [add_halves] at hc hs
  unfold Z Rx sigmaZ
  rw [neg_div, Real.cos_neg, Real.sin_neg, hc, hs]
  generalize Real.cos (t / 2) = c
  generalize Real.sin (t / 2) = d
  ext i j
  fin_cases i <;> fin_cases j <;> apply Complex.ext <;>
    simp [Matrix.mul_apply, Fin.sum_univ_succ] <;> ring
```

Since \(\sigma_y\) and \(\sigma_z\) anticommute and square to 1,
\[
\{Z(s),Z(t)\}=2(\cos s\cos t+\sin s\sin t)\,1=2\cos(t-s)\,1 .
\]

```lean
/-- The anticommutator of the observable at two times is `2 cos(t - s)` times the identity. -/
theorem anticommutator (s t : ℝ) :
    Z s * Z t + Z t * Z s
      = ((2 * Real.cos (t - s) : ℝ) : ℂ) • (1 : Matrix (Fin 2) (Fin 2) ℂ) := by
  rw [Z_eq, Z_eq, Real.cos_sub]
  generalize Real.cos s = a
  generalize Real.sin s = b
  generalize Real.cos t = c
  generalize Real.sin t = d
  ext i j
  fin_cases i <;> fin_cases j <;> apply Complex.ext <;>
    simp <;> ring
```

Setting \(s=t\) gives \(2Z(t)^2=2\cdot1\).

```lean
/-- The observable squares to the identity at every time. -/
theorem Z_mul_self (t : ℝ) : Z t * Z t = 1 := by
  have h := anticommutator t t
  rw [sub_self, Real.cos_zero, mul_one] at h
  have h2 : Z t * Z t = (1 / 2 : ℂ) • (Z t * Z t + Z t * Z t) := by module
  rw [h2, h, smul_smul]
  norm_num
```

Hence, for \(q^2=1\), \(P_q^2=\frac14(1+2qZ+Z^2)=P_q\) and \(ZP_q=\frac12(Z+q)=qP_q\), so the operators do describe the outcomes \(\pm1\).

```lean
/-- For `q = ±1` the outcome operator is idempotent, and `Z(t)` acts on its range as `q`. -/
theorem proj_spectral (t q : ℝ) (hq : q = 1 ∨ q = -1) :
    proj t q * proj t q = proj t q ∧ Z t * proj t q = (q : ℂ) • proj t q := by
  rcases hq with rfl | rfl <;> constructor <;>
    simp only [proj, Complex.ofReal_neg, Complex.ofReal_one, mul_smul_comm, smul_mul_assoc,
      mul_add, add_mul, one_mul, mul_one, Z_mul_self] <;> module
```

In the correlator, \(\sum_r rP_r(t)=Z(t)\) and \(\sum_q qP_q(s)\rho P_q(s)=\frac12(Z(s)\rho+\rho Z(s))\). Cyclicity of the trace then gives
\[
C(s,t)=\tfrac12\,\mathrm{Re}\,\mathrm{Tr}[\{Z(s),Z(t)\}\rho].
\]
The inner statement `h` is the operator identity before the trace; `trace_mul_cycle` supplies the cyclicity.

```lean
/-- The correlator of two successive projective measurements is half the expectation value
of the anticommutator. -/
theorem correlator_eq_anticommutator (ρ : Matrix (Fin 2) (Fin 2) ℂ) (s t : ℝ) :
    correlator ρ s t = ((1 / 2 : ℂ) * trace ((Z s * Z t + Z t * Z s) * ρ)).re := by
  -- the signed sum over outcomes, before the trace is taken
  have h : proj t 1 * (proj s 1 * ρ * proj s 1) - proj t (-1) * (proj s 1 * ρ * proj s 1)
      - proj t 1 * (proj s (-1) * ρ * proj s (-1))
      + proj t (-1) * (proj s (-1) * ρ * proj s (-1))
      = (1 / 2 : ℂ) • (Z t * ρ * Z s + Z t * Z s * ρ) := by
    simp only [proj, Complex.ofReal_neg, Complex.ofReal_one, smul_mul_assoc, mul_smul_comm,
      mul_add, add_mul, one_mul, mul_one, smul_add, mul_assoc]
    module
  unfold correlator jointProb
  rw [← Complex.sub_re, ← Complex.sub_re, ← Complex.add_re, ← trace_sub, ← trace_sub,
    ← trace_add, h, trace_smul, trace_add, trace_mul_cycle (Z t) ρ (Z s), add_mul, trace_add,
    smul_eq_mul]
```

The anticommutator is a multiple of the identity, so only \(\mathrm{Tr}\,\rho=1\) enters, and \(C(s,t)=\cos(t-s)\) for every state. Positivity of \(\rho\) is needed only to read the numbers as probabilities.

```lean
/-- For every `ρ` of unit trace the two-time correlator is `cos(t - s)`. -/
theorem correlator_eq_cos (ρ : Matrix (Fin 2) (Fin 2) ℂ) (hρ : trace ρ = 1) (s t : ℝ) :
    correlator ρ s t = Real.cos (t - s) := by
  rw [correlator_eq_anticommutator, anticommutator, smul_mul_assoc, one_mul, trace_smul, hρ,
    smul_eq_mul, mul_one]
  generalize Real.cos (t - s) = x
  have hx : (1 / 2 : ℂ) * ((2 * x : ℝ) : ℂ) = (x : ℂ) := by
    push_cast
    ring
  rw [hx, Complex.ofReal_re]
```

## The quantum maximum

Let \(n_i=(\cos t_i,\sin t_i)\), so that \(C_{ij}=n_i\cdot n_j\). Then
\[
0\le|n_1-n_2+n_3|^2=3-2K ,
\]
which gives \(K\le\frac32\). `nlinarith` receives the two squared components and the three normalisations.

```lean
/-- For every `ρ` of unit trace and any three times, `C12 + C23 - C13` is at most `3/2`. -/
theorem lgK_le (ρ : Matrix (Fin 2) (Fin 2) ℂ) (hρ : trace ρ = 1) (t₁ t₂ t₃ : ℝ) :
    lgK ρ t₁ t₂ t₃ ≤ 3 / 2 := by
  simp only [lgK, correlator_eq_cos ρ hρ, Real.cos_sub]
  -- the squared length of n₁ - n₂ + n₃ is nonnegative
  nlinarith [sq_nonneg (Real.cos t₁ - Real.cos t₂ + Real.cos t₃),
    sq_nonneg (Real.sin t₁ - Real.sin t₂ + Real.sin t₃),
    Real.sin_sq_add_cos_sq t₁, Real.sin_sq_add_cos_sq t₂, Real.sin_sq_add_cos_sq t₃]
```

For times \(t,\,t+u,\,t+2u\) the differences are \(u,u,2u\), so \(K=2\cos u-\cos2u\).

```lean
/-- At equal spacing `u` and unit trace, the combination is `2 cos u - cos 2u`. -/
theorem lgK_equal_spacing (ρ : Matrix (Fin 2) (Fin 2) ℂ) (hρ : trace ρ = 1) (t u : ℝ) :
    lgK ρ t (t + u) (t + 2 * u) = 2 * Real.cos u - Real.cos (2 * u) := by
  simp only [lgK, correlator_eq_cos ρ hρ]
  rw [show t + u - t = u by ring, show t + 2 * u - (t + u) = u by ring,
    show t + 2 * u - t = 2 * u by ring]
  ring
```

At \(u=\pi/3\) this is \(1+\frac12=\frac32\). `IsGreatest` says that the value is attained and that no spacing exceeds it.

```lean
/-- For unit trace, the maximum of `C12 + C23 - C13` over all equal spacings is `3/2`. -/
theorem lgK_isGreatest (ρ : Matrix (Fin 2) (Fin 2) ℂ) (hρ : trace ρ = 1) (t : ℝ) :
    IsGreatest (Set.range fun u : ℝ => lgK ρ t (t + u) (t + 2 * u)) (3 / 2) := by
  constructor
  · -- the maximum is reached at u = π / 3
    refine ⟨Real.pi / 3, (lgK_equal_spacing ρ hρ t _).trans ?_⟩
    rw [Real.cos_two_mul, Real.cos_pi_div_three]
    norm_num
  · rintro _ ⟨u, rfl⟩
    exact lgK_le ρ hρ _ _ _
```

## Definite values and the violation

Now suppose that each history \(l\), from a finite set with probabilities \(p_l\), carries values \(q_1,q_2,q_3=\pm1\). If \(q_1=q_3\), then \(q_1q_2+q_2q_3-q_1q_3=\pm2-1\le1\); if \(q_1=-q_3\), it equals 1. Averaging preserves the bound. Lean checks the eight sign patterns, each weighted by \(p_l\ge0\).

```lean
/-- The Leggett-Garg inequality: if the observable has a definite value `±1` at each of three
times in every history `l`, and `p` is a probability distribution, then `C12 + C23 - C13 ≤ 1`. -/
theorem macrorealist_bound {L : Type*} [Fintype L] (p q₁ q₂ q₃ : L → ℝ)
    (hp : ∀ l, 0 ≤ p l) (hsum : ∑ l, p l = 1) (h₁ : ∀ l, q₁ l = 1 ∨ q₁ l = -1)
    (h₂ : ∀ l, q₂ l = 1 ∨ q₂ l = -1) (h₃ : ∀ l, q₃ l = 1 ∨ q₃ l = -1) :
    ∑ l, p l * (q₁ l * q₂ l) + ∑ l, p l * (q₂ l * q₃ l) - ∑ l, p l * (q₁ l * q₃ l) ≤ 1 := by
  rw [← Finset.sum_add_distrib, ← Finset.sum_sub_distrib]
  refine le_trans (Finset.sum_le_sum fun l _ => ?_) hsum.le
  -- eight sign patterns for each history
  have hl := hp l
  rcases h₁ l with a | a <;> rcases h₂ l with b | b <;> rcases h₃ l with c | c <;>
    simp only [a, b, c] <;> linarith
```

The same `p` appears in all three sums. Applying the bound to separate series of runs therefore needs a physical assumption that the hypotheses do not supply: the earlier measurement must not disturb the later values.

Normalisation of `p` alone is not enough. Give \((+,+,+)\) weight 2 and \((+,-,+)\) weight \(-1\): the weights sum to 1, but the combination is \(2\cdot1+(-1)(-3)=5\).

For the spin, \(K-1=2\cos u\,(1-\cos u)\). As \(\cos u\le1\), this is positive exactly when \(0<\cos u<1\). Lean uses the sign of this product in both directions and treats \(\cos u=1\) separately.

```lean
/-- At equal spacing `u` and unit trace, the quantum value exceeds `1` exactly when
`0 < cos u < 1`. -/
theorem violation_iff (ρ : Matrix (Fin 2) (Fin 2) ℂ) (hρ : trace ρ = 1) (t u : ℝ) :
    1 < lgK ρ t (t + u) (t + 2 * u) ↔ 0 < Real.cos u ∧ Real.cos u < 1 := by
  rw [lgK_equal_spacing ρ hρ, Real.cos_two_mul]
  have hle := Real.cos_le_one u
  constructor
  · intro h
    constructor
    · by_contra hc
      nlinarith [mul_nonneg (neg_nonneg.2 (not_lt.1 hc)) (sub_nonneg.2 hle)]
    · by_contra hc
      have h1 : Real.cos u = 1 := le_antisymm hle (not_lt.1 hc)
      rw [h1] at h
      norm_num at h
  · rintro ⟨h0, h1⟩
    nlinarith [mul_pos h0 (sub_pos.2 h1)]

end

end LeggettGarg
```

At such spacings, the last two theorems together imply that no single distribution of definite values reproduces all three quantum correlators.

```lean
#print axioms LeggettGarg.proj_spectral
#print axioms LeggettGarg.lgK_isGreatest
#print axioms LeggettGarg.macrorealist_bound
#print axioms LeggettGarg.violation_iff
```

```
'LeggettGarg.proj_spectral' depends on axioms: [propext, Classical.choice, Quot.sound]
'LeggettGarg.lgK_isGreatest' depends on axioms: [propext, Classical.choice, Quot.sound]
'LeggettGarg.macrorealist_bound' depends on axioms: [propext, Classical.choice, Quot.sound]
'LeggettGarg.violation_iff' depends on axioms: [propext, Classical.choice, Quot.sound]
```
